# Unique cluster expansion of an Ising energy on finitely many sites, and its symmetry under site permutations

## Is the sum over all clusters exact, unique and symmetry-adapted?

I take a finite set of \(N\) sites. A configuration \(\sigma\) puts each site \(i\) in one of two states \(\sigma_i\), with spin value \(s(\sigma_i) = \pm 1\); in a binary alloy these are the two species. For a subset \(A\) of the sites, a cluster, I define \(\Phi_A(\sigma) = \prod_{i \in A} s(\sigma_i)\), with \(\Phi_\varnothing = 1\). The claim I keep meeting is that any real energy \(E(\sigma)\) can be written as \(\sum_A J_A \Phi_A(\sigma)\) over all subsets, that the numbers \(J_A\) are fixed by \(E\), and that a permutation \(g\) of the sites leaves \(E\) unchanged exactly when every cluster \(A\) and its image \(gA\) carry the same coefficient. I would like to see each step, including the direction from equal coefficients back to an invariant energy, and a machine-checked version in which I can read what is assumed.

## Coefficients, permutations and the spin flip

For an energy \(E\) and a cluster \(A\), the effective cluster interaction is the average over all \(2^N\) configurations

\[ V_A[E] = 2^{-N} \sum_\sigma E(\sigma)\, \Phi_A(\sigma). \]

A permutation \(g\) carries the state of site \(i\) to site \(g i\), so \((g\sigma)_i = \sigma_{g^{-1} i}\), and \(gA = \{ g i : i \in A \}\). The flipped configuration \(\bar\sigma\) has every state reversed, \(s(\bar\sigma_i) = -s(\sigma_i)\). The number of sites in \(A\) is \(|A|\).

## Orthogonality and completeness give the expansion

Write \(\Phi_A(\sigma) = \prod_i \varphi^A_i(\sigma_i)\) over all sites, where \(\varphi^A_i(b) = s(b)\) for \(i \in A\) and \(\varphi^A_i(b) = 1\) otherwise. The sites are summed independently, so for two clusters \(A\) and \(B\)

\[ \sum_\sigma \Phi_A(\sigma)\Phi_B(\sigma) = \prod_i \sum_{b} \varphi^A_i(b)\,\varphi^B_i(b), \]

with \(b\) running over the two states. A site in both clusters gives \(\sum_b s(b)^2 = 2\), a site in neither gives \(1 + 1 = 2\), and a site in exactly one gives \(1 - 1 = 0\). If \(A \ne B\) some site lies in exactly one of them, hence

\[ \sum_\sigma \Phi_A(\sigma)\Phi_B(\sigma) = 2^N \delta_{AB}. \]

The normalised functions are \(2^{-N/2}\Phi_A\); equivalently, the \(\Phi_A\) have unit norm under the configuration average.

For the sum over clusters, take two configurations \(\sigma, \tau\) and set \(x_i = s(\sigma_i)s(\tau_i)\). Multiplying out \(\prod_i (1 + x_i)\) produces one term \(\prod_{i \in A} x_i\) per subset, so

\[ \sum_A \Phi_A(\sigma)\Phi_A(\tau) = \prod_i \bigl(1 + s(\sigma_i)s(\tau_i)\bigr) = 2^N \delta_{\sigma\tau}, \]

because each factor is \(2\) where the configurations agree and \(0\) where they differ.

Existence follows by inserting the definition of \(V_A\) and exchanging the two finite sums:

\[ \sum_A V_A[E]\,\Phi_A(\sigma) = 2^{-N} \sum_\tau E(\tau) \sum_A \Phi_A(\tau)\Phi_A(\sigma) = 2^{-N} \sum_\tau E(\tau)\, 2^N \delta_{\tau\sigma} = E(\sigma). \]

For uniqueness, suppose \(E(\sigma) = \sum_A J_A \Phi_A(\sigma)\) for all \(\sigma\). Multiply by \(\Phi_B(\sigma)\) and sum:

\[ \sum_\sigma E(\sigma)\Phi_B(\sigma) = \sum_A J_A \sum_\sigma \Phi_A(\sigma)\Phi_B(\sigma) = 2^N J_B, \]

so \(J_B = V_B[E]\) for every \(B\).

## Symmetries of the energy act on the coefficients

The sites of \(gA\) are the \(g i\) with \(i \in A\), and \((g\sigma)_{g i} = \sigma_i\), so \(\Phi_{gA}(g\sigma) = \prod_{i \in A} s(\sigma_i) = \Phi_A(\sigma)\). Let \(E^g(\sigma) = E(g\sigma)\). Then

\[ V_A[E^g] = 2^{-N}\sum_\sigma E(g\sigma)\,\Phi_{gA}(g\sigma) = 2^{-N}\sum_{\tau} E(\tau)\,\Phi_{gA}(\tau) = V_{gA}[E], \]

where \(\tau = g\sigma\) runs once over all configurations. If \(E^g = E\), this reads \(V_{gA}[E] = V_A[E]\). Conversely, if \(V_{gA}[E] = V_A[E]\) for all \(A\), expanding \(E^g\) gives

\[ E(g\sigma) = \sum_A V_{gA}[E]\,\Phi_A(\sigma) = \sum_A V_A[E]\,\Phi_A(\sigma) = E(\sigma). \]

For the flip, each spin in \(A\) contributes a sign, \(\Phi_A(\bar\sigma) = (-1)^{|A|}\Phi_A(\sigma)\), so \(E(\bar\sigma) = \sum_A (-1)^{|A|} V_A[E]\,\Phi_A(\sigma)\). If \(E(\bar\sigma) = E(\sigma)\) for all \(\sigma\), uniqueness forces \((-1)^{|A|}V_A[E] = V_A[E]\), which for odd \(|A|\) means \(V_A[E] = 0\). If all odd coefficients vanish, the two expansions agree term by term.

## The Lean file

```lean
import Mathlib

open Finset

namespace ClusterExpansion

noncomputable section

variable {ι : Type*} [Fintype ι] [DecidableEq ι]

/-- The Ising spin value `+1` or `-1` of a two-state site variable. -/
def spin : Bool → ℝ
  | true => 1
  | false => -1

/-- The cluster function of a set of sites `A`: the product of the spins in `A`. -/
def cluster (A : Finset ι) (σ : ι → Bool) : ℝ := ∏ i ∈ A, spin (σ i)

/-- The effective cluster interaction: the average over all `2^N` configurations of the energy
times the cluster function of `A`. -/
def eci (E : (ι → Bool) → ℝ) (A : Finset ι) : ℝ :=
  (∑ σ, E σ * cluster A σ) / 2 ^ Fintype.card ι

/-- The configuration obtained by moving the spin of each site `i` to the site `g i`. -/
def permute (g : Equiv.Perm ι) (σ : ι → Bool) : ι → Bool := fun i => σ (g.symm i)

/-- Summed over all configurations, the product of two cluster functions is `2^N` for equal
clusters and zero otherwise. -/
theorem orthogonality (A B : Finset ι) :
    ∑ σ : ι → Bool, cluster A σ * cluster B σ
      = if A = B then (2 : ℝ) ^ Fintype.card ι else 0 := by
  have h : ∀ (C : Finset ι) (σ : ι → Bool),
      cluster C σ = ∏ i, if i ∈ C then spin (σ i) else 1 := by
    intro C σ
    unfold cluster
    rw [Finset.prod_ite_mem, Finset.univ_inter]
  -- the configuration sum factorises over sites
  have key : ∑ σ : ι → Bool, cluster A σ * cluster B σ
      = ∏ i, ∑ b : Bool, (if i ∈ A then spin b else 1) * (if i ∈ B then spin b else 1) := by
    rw [Finset.prod_univ_sum, Fintype.piFinset_univ]
    refine Finset.sum_congr rfl fun σ _ => ?_
    rw [h A, h B, ← Finset.prod_mul_distrib]
  rw [key]
  by_cases hAB : A = B
  · rw [if_pos hAB]
    subst hAB
    have h2 : ∀ i, ∑ b : Bool,
        (if i ∈ A then spin b else 1) * (if i ∈ A then spin b else 1) = 2 := by
      intro i
      rw [Fintype.sum_bool]
      by_cases hi : i ∈ A <;> norm_num [hi, spin]
    exact (Finset.prod_congr rfl fun i _ => h2 i).trans (by simp)
  · rw [if_neg hAB]
    -- a site in exactly one of the clusters contributes 1 - 1 = 0
    obtain ⟨i, hi⟩ : ∃ i, ¬(i ∈ A ↔ i ∈ B) := by
      by_contra hc
      exact hAB (Finset.ext fun i => by
        by_contra h'
        exact hc ⟨i, h'⟩)
    refine Finset.prod_eq_zero (Finset.mem_univ i) ?_
    rw [Fintype.sum_bool]
    by_cases hA : i ∈ A <;> by_cases hB : i ∈ B
    · exact absurd (iff_of_true hA hB) hi
    · norm_num [hA, hB, spin]
    · norm_num [hA, hB, spin]
    · exact absurd (iff_of_false hA hB) hi

omit [DecidableEq ι] in
/-- Summed over all clusters, the product of the cluster functions at two configurations is
`2^N` for equal configurations and zero otherwise. -/
theorem completeness (σ τ : ι → Bool) :
    ∑ A : Finset ι, cluster A σ * cluster A τ
      = if σ = τ then (2 : ℝ) ^ Fintype.card ι else 0 := by
  have key : ∑ A : Finset ι, cluster A σ * cluster A τ
      = ∏ i, (1 + spin (σ i) * spin (τ i)) := by
    rw [Finset.prod_one_add, Finset.powerset_univ]
    refine Finset.sum_congr rfl fun A _ => ?_
    unfold cluster
    exact Finset.prod_mul_distrib.symm
  rw [key]
  by_cases h : σ = τ
  · rw [if_pos h]
    subst h
    have h2 : ∀ i, 1 + spin (σ i) * spin (σ i) = 2 := by
      intro i
      cases σ i <;> norm_num [spin]
    exact (Finset.prod_congr rfl fun i _ => h2 i).trans (by simp)
  · rw [if_neg h]
    obtain ⟨i, hi⟩ := Function.ne_iff.mp h
    refine Finset.prod_eq_zero (Finset.mem_univ i) ?_
    show 1 + spin (σ i) * spin (τ i) = 0
    revert hi
    cases σ i <;> cases τ i <;> simp [spin]

/-- Every energy function is the sum over all clusters of its effective cluster interactions
times the cluster functions. -/
theorem expansion (E : (ι → Bool) → ℝ) (σ : ι → Bool) :
    E σ = ∑ A, eci E A * cluster A σ := by
  have hN : (2 : ℝ) ^ Fintype.card ι ≠ 0 := by positivity
  have h1 : ∑ τ, E τ * ∑ A : Finset ι, cluster A τ * cluster A σ
      = E σ * 2 ^ Fintype.card ι := by
    simp only [completeness, mul_ite, mul_zero, Finset.sum_ite_eq', Finset.mem_univ, if_true]
  have h2 : ∑ A : Finset ι, (∑ τ, E τ * cluster A τ) * cluster A σ
      = ∑ τ, E τ * ∑ A : Finset ι, cluster A τ * cluster A σ := by
    simp only [Finset.sum_mul, Finset.mul_sum, mul_assoc]
    exact Finset.sum_comm
  simp only [eci, div_mul_eq_mul_div, ← Finset.sum_div]
  rw [h2, h1, mul_div_cancel_right₀ _ hN]

/-- Any coefficients that reproduce the energy on all configurations are the effective cluster
interactions. -/
theorem eci_unique (E : (ι → Bool) → ℝ) (J : Finset ι → ℝ)
    (h : ∀ σ, E σ = ∑ A, J A * cluster A σ) : J = eci E := by
  have hN : (2 : ℝ) ^ Fintype.card ι ≠ 0 := by positivity
  funext B
  -- project the expansion on the cluster function of B
  have h1 : ∑ σ, E σ * cluster B σ = J B * 2 ^ Fintype.card ι := by
    calc ∑ σ, E σ * cluster B σ
        = ∑ σ : ι → Bool, ∑ A, J A * (cluster A σ * cluster B σ) := by
          refine Finset.sum_congr rfl fun σ _ => ?_
          rw [h σ, Finset.sum_mul]
          simp only [mul_assoc]
      _ = ∑ A, J A * ∑ σ : ι → Bool, cluster A σ * cluster B σ := by
          rw [Finset.sum_comm]
          simp only [Finset.mul_sum]
      _ = J B * 2 ^ Fintype.card ι := by
          simp only [orthogonality, mul_ite, mul_zero, Finset.sum_ite_eq', Finset.mem_univ,
            if_true]
  unfold eci
  rw [h1, mul_div_cancel_right₀ _ hN]

omit [Fintype ι] [DecidableEq ι] in
/-- Moving both the cluster and the configuration by `g` leaves the cluster function
unchanged. -/
theorem cluster_permute (g : Equiv.Perm ι) (A : Finset ι) (σ : ι → Bool) :
    cluster (A.map g.toEmbedding) (permute g σ) = cluster A σ := by
  unfold cluster
  rw [Finset.prod_map]
  simp [permute]

/-- The interaction of `σ ↦ E (g σ)` on the cluster `A` is the interaction of `E` on `g A`. -/
theorem eci_permute (g : Equiv.Perm ι) (E : (ι → Bool) → ℝ) (A : Finset ι) :
    eci (fun σ => E (permute g σ)) A = eci E (A.map g.toEmbedding) := by
  let e : (ι → Bool) ≃ (ι → Bool) :=
    ⟨permute g, permute g.symm, fun σ => by funext i; simp [permute],
      fun σ => by funext i; simp [permute]⟩
  have h : ∑ σ, E (permute g σ) * cluster A σ
      = ∑ σ, E σ * cluster (A.map g.toEmbedding) σ := by
    -- reindex the configuration sum by g
    refine Eq.trans ?_ (Equiv.sum_comp e fun σ => E σ * cluster (A.map g.toEmbedding) σ)
    refine Finset.sum_congr rfl fun σ _ => ?_
    show E (permute g σ) * cluster A σ
      = E (permute g σ) * cluster (A.map g.toEmbedding) (permute g σ)
    rw [cluster_permute]
  exact congrArg (fun x : ℝ => x / 2 ^ Fintype.card ι) h

/-- The energy is invariant under the site permutation `g` exactly when the clusters `g A` and
`A` carry the same effective interaction for every `A`. -/
theorem invariant_iff (g : Equiv.Perm ι) (E : (ι → Bool) → ℝ) :
    (∀ σ, E (permute g σ) = E σ) ↔ ∀ A, eci E (A.map g.toEmbedding) = eci E A := by
  constructor
  · intro h A
    have hE : (fun σ => E (permute g σ)) = E := funext h
    rw [← eci_permute, hE]
  · intro h σ
    calc E (permute g σ) = ∑ A, eci (fun τ => E (permute g τ)) A * cluster A σ :=
          expansion (fun τ => E (permute g τ)) σ
      _ = ∑ A, eci E A * cluster A σ :=
          Finset.sum_congr rfl fun A _ => by rw [eci_permute, h A]
      _ = E σ := (expansion E σ).symm

/-- Every energy function has exactly one cluster expansion, and for its coefficients `J` the
energy is invariant under a site permutation `g` iff `J (g A) = J A` for all clusters `A`. -/
theorem cluster_expansion (E : (ι → Bool) → ℝ) :
    (∃! J : Finset ι → ℝ, ∀ σ, E σ = ∑ A, J A * cluster A σ) ∧
    ∀ J : Finset ι → ℝ, (∀ σ, E σ = ∑ A, J A * cluster A σ) → ∀ g : Equiv.Perm ι,
      ((∀ σ, E (permute g σ) = E σ) ↔ ∀ A, J (A.map g.toEmbedding) = J A) := by
  refine ⟨⟨eci E, expansion E, fun J hJ => eci_unique E J hJ⟩, fun J hJ g => ?_⟩
  rw [eci_unique E J hJ]
  exact invariant_iff g E

/-- The energy is invariant under reversal of all spins iff the effective interactions of all
clusters with an odd number of sites vanish. -/
theorem flip_invariant_iff (E : (ι → Bool) → ℝ) :
    (∀ σ, E (fun i => !σ i) = E σ) ↔ ∀ A : Finset ι, Odd A.card → eci E A = 0 := by
  have hs : ∀ b, spin (!b) = -1 * spin b := by
    intro b
    cases b <;> simp [spin]
  have hc : ∀ (A : Finset ι) (σ : ι → Bool),
      cluster A (fun i => !σ i) = (-1) ^ A.card * cluster A σ := by
    intro A σ
    simp only [cluster, hs, Finset.prod_mul_distrib, Finset.prod_const]
  -- expansion of the flipped energy
  have hf : ∀ σ : ι → Bool,
      E (fun i => !σ i) = ∑ A, ((-1) ^ A.card * eci E A) * cluster A σ := by
    intro σ
    refine (expansion E _).trans (Finset.sum_congr rfl fun A _ => ?_)
    rw [hc]
    ring
  constructor
  · intro h A hA
    have hu := eci_unique E (fun A => (-1) ^ A.card * eci E A)
      (fun σ => (h σ).symm.trans (hf σ))
    have h1 : (-1) ^ A.card * eci E A = eci E A := congrFun hu A
    rw [hA.neg_one_pow] at h1
    linarith
  · intro h σ
    refine (hf σ).trans (Eq.trans (Finset.sum_congr rfl fun A _ => ?_) (expansion E σ).symm)
    rcases Nat.even_or_odd A.card with hA | hA
    · rw [hA.neg_one_pow, one_mul]
    · rw [h A hA, mul_zero]

end

end ClusterExpansion
```

```lean
#print axioms ClusterExpansion.cluster_expansion
#print axioms ClusterExpansion.flip_invariant_iff
```

```
'ClusterExpansion.cluster_expansion' depends on axioms: [propext, Classical.choice, Quot.sound]
'ClusterExpansion.flip_invariant_iff' depends on axioms: [propext, Classical.choice, Quot.sound]
```

## What the theorems state

The sites are a finite type `ι`, with \(N\) equal to `Fintype.card ι`. A configuration is a function `ι → Bool`, and `spin` fixes the convention that `true` is \(+1\) and `false` is \(-1\). A cluster is a `Finset ι`; sums over `A` run over all \(2^N\) subsets, the empty one and the full one included. `cluster A σ` is \(\Phi_A(\sigma)\), `eci E A` is \(V_A[E]\), `permute g σ` is \(g\sigma\) with `g.symm` as \(g^{-1}\), and `A.map g.toEmbedding` is \(gA\). The energy `E : (ι → Bool) → ℝ` is an arbitrary real function with no locality, range or smoothness condition.

`cluster_expansion` has two parts. The first says that exactly one family `J : Finset ι → ℝ` satisfies \(E(\sigma) = \sum_A J_A\Phi_A(\sigma)\) for all \(\sigma\). The second says that for any `J` with this property and any `g : Equiv.Perm ι`, the energy obeys \(E(g\sigma) = E(\sigma)\) for all \(\sigma\) if and only if \(J_{gA} = J_A\) for all \(A\). The formula for the coefficients is not in this statement; it is supplied by `eci_unique`, whose conclusion is `J = eci E`. `flip_invariant_iff` is stated directly for `eci E`: invariance under `fun i => !σ i`, which is \(\bar\sigma\), holds if and only if `eci E A = 0` whenever `Odd A.card`.

The model has finitely many sites with two states each, so an infinite lattice and alloys of three or more components are not covered. The sites carry no geometry: `g` is any permutation, and which permutations are lattice symmetries has to be supplied from the physics. \(E\) is one number per configuration, given on all \(2^N\) configurations and therefore at all compositions. On configurations of one fixed composition \(\sum_i s(\sigma_i)\) is constant, which for \(N \ge 1\) is a linear relation between the single-site functions and \(\Phi_\varnothing\), so uniqueness would fail there. Nothing is said about decay of \(J_A\) with cluster size, about truncating the sum, or about fitting coefficients to a subset of the energies.

In alloy simulation, a truncated sum of this kind with fitted coefficients is often used to represent electronic-structure energies of site occupations before ground-state hulls or thermal averages are computed. The theorem concerns the complete sum: for a binary system on a fixed finite supercell with all clusters kept, the expansion is exact, and clusters related by a site permutation that leaves \(E\) invariant have a common coefficient.

## How the Lean proof follows the derivation

In `orthogonality`, `h` rewrites \(\Phi_C\) as a product over all sites of `if i ∈ C then spin (σ i) else 1`, which is \(\varphi^C_i\). The step `key` exchanges the configuration sum and the site product through `Finset.prod_univ_sum`. For \(A = B\), `h2` shows that every single-site sum equals \(2\). For \(A \ne B\), a site with `¬(i ∈ A ↔ i ∈ B)` is extracted, and `Finset.prod_eq_zero` reduces the goal to the vanishing of its factor. `completeness` has the same shape: `Finset.prod_one_add` is the expansion of \(\prod_i(1 + x_i)\) over subsets, and a site where \(\sigma\) and \(\tau\) differ gives the zero factor.

In `expansion`, `h2` exchanges the sums over \(A\) and \(\tau\), `h1` inserts `completeness` and collapses \(\delta_{\tau\sigma}\), and the last line cancels \(2^N\). The `calc` block in `eci_unique` is the projection on \(\Phi_B\) in three steps: insert the assumed expansion, exchange the sums, apply `orthogonality`.

`cluster_permute` turns the product over \(gA\) into one over \(A\) by `Finset.prod_map`. In `eci_permute`, `e` packages \(\sigma \mapsto g\sigma\) as a bijection of configurations with inverse `permute g.symm`, and `Equiv.sum_comp` is the substitution \(\tau = g\sigma\). The forward direction of `invariant_iff` substitutes \(E^g = E\) into `eci_permute`; the backward direction is the chain of three equalities that starts from the expansion of \(E^g\). `cluster_expansion` offers `eci E` as the witness, uses `expansion` and `eci_unique` for existence and uniqueness, and rewrites an arbitrary `J` as `eci E` before calling `invariant_iff`.

In `flip_invariant_iff`, `hs` is the sign change of one spin, `hc` the factor \((-1)^{|A|}\), and `hf` the expansion of \(E(\bar\sigma)\). Forwards, `eci_unique` is applied to the signed coefficients and `linarith` solves \(-V_A[E] = V_A[E]\). Backwards, the terms are compared by parity of \(|A|\).

## No site and two sites

The theorems allow \(N = 0\): there is one configuration and one cluster, \(\varnothing\), and \(J_\varnothing\) is the single value of \(E\). The smallest case with a nontrivial permutation is \(N = 2\), worked out here from the formula for \(V_A\) and not stated separately in the file. With sites \(0\) and \(1\), spins \(s_0, s_1\), and energies \(E_{++}, E_{+-}, E_{-+}, E_{--}\) labelled by the signs of \(s_0\) and \(s_1\),

\[ E = J_\varnothing + J_{\{0\}} s_0 + J_{\{1\}} s_1 + J_{\{0,1\}} s_0 s_1, \]

\[ J_{\{0\}} = \tfrac14 (E_{++} + E_{+-} - E_{-+} - E_{--}), \qquad J_{\{1\}} = \tfrac14 (E_{++} - E_{+-} + E_{-+} - E_{--}), \]

with \(J_\varnothing\) the mean energy and \(J_{\{0,1\}} = \tfrac14 (E_{++} - E_{+-} - E_{-+} + E_{--})\). The swap of the two sites fixes \(\varnothing\) and \(\{0,1\}\), so its condition is \(J_{\{0\}} = J_{\{1\}}\), and indeed \(J_{\{0\}} - J_{\{1\}} = \tfrac12(E_{+-} - E_{-+})\). Since also \(J_{\{0\}} + J_{\{1\}} = \tfrac12(E_{++} - E_{--})\), both single-site coefficients vanish exactly when \(E_{++} = E_{--}\) and \(E_{+-} = E_{-+}\), which is invariance under the flip.
